# Least variance of a random-sign trace estimator with one symmetric control matrix

Let $A$ be a real symmetric matrix on $n$ sites whose trace is wanted, for instance a power of a tight-binding Hamiltonian that is available only through products with vectors. Let $z$ be a vector of signs $z_i=\pm1$, uniform over all $2^n$ choices, and write $\mathbb E$ for the average over them. The number $z^TAz$ has mean $\operatorname{tr}A$, but it fluctuates unless $A$ is diagonal. A second real symmetric matrix $B$, with known trace, serves to cancel part of the fluctuation through the estimator

$$X_c(z)=z^T(A-cB)z+c\operatorname{tr}B,\qquad c\in\mathbb R .$$

The off-diagonal inner product is

$$(X,Y)=\sum_{i\ne j}X_{ij}Y_{ij},$$

summed over ordered pairs, so that each bond counts twice. It ignores the diagonal, so $(X,X)=0$ for every diagonal $X$. Restricted to matrices with zero diagonal it is positive definite, and so an inner product in the strict sense. "Diagonal" always refers to the site basis in which the signs are drawn.

## The minimum over the coefficient

If $A$ and $B$ are symmetric and $B$ is not diagonal, then

$$\min_{c}\operatorname{Var}X_c=2\left((A,A)-\frac{(A,B)^2}{(B,B)}\right),$$

and the minimum is reached only at $c=(A,B)/(B,B)$. Without the condition that $B$ is not diagonal, some $c$ gives a variance strictly below that of $z^TAz$ exactly when $(A,B)\neq0$.

## Moments of a density of states

For non-interacting electrons on a finite lattice with a real symmetric Hamiltonian $H$, the moments $\operatorname{tr}H^k$ of the density of states can be estimated with random signs. For the third moment, a code computes $u=Hz$ and $v=Hu$, and then $z^TH^3z=u\cdot v$. The control $B=H$ needs no further matrix product, since $z^THz=z\cdot u$, and $\operatorname{tr}H$ is the sum of the on-site energies. Each sample contributes

$$u\cdot v-c\,(z\cdot u)+c\operatorname{tr}H .$$

Take a ring of five sites with nearest-neighbour hopping 1 and zero on-site energy. The entries of $H^3$ are 3 between nearest neighbours, 1 between second neighbours and 0 on the diagonal. With $A=H^3$ and $B=H$ this gives $(A,A)=100$, $(A,B)=30$ and $(B,B)=10$. The best coefficient is $c=3$, and the variance falls from 200 to 20.

## From sign averages to a parabola

A function of $z$ that changes sign when one $z_k$ is flipped has mean zero, because the flip only permutes the sign vectors. Hence $\mathbb E[z_iz_j]=0$ for $i\neq j$.

Now let $i\ne j$ and $k\ne l$. If the pairs $\{i,j\}$ and $\{k,l\}$ differ, some site occurs exactly once in $z_iz_jz_kz_l$, and the mean vanishes. If they agree, the product is 1. Therefore

$$\mathbb E[z_iz_jz_kz_l]=\delta_{ki}\delta_{lj}+\delta_{kj}\delta_{li}.$$

Since $z_i^2=1$, every quadratic form splits as

$$z^TMz=\operatorname{tr}M+\sum_{i\ne j}M_{ij}z_iz_j ,$$

so its mean is $\operatorname{tr}M$. For symmetric $B$, the covariance of two such forms is

$$\sum_{i\ne j}\sum_{k\ne l}A_{ij}B_{kl}\,\mathbb E[z_iz_jz_kz_l]
=\sum_{i\ne j}A_{ij}(B_{ij}+B_{ji})=2(A,B).$$

The estimator has mean $\operatorname{tr}(A-cB)+c\operatorname{tr}B=\operatorname{tr}A$ for every $c$. Adding a constant leaves the variance unchanged, so the covariance formula with both matrices equal to $A-cB$ gives

$$\operatorname{Var}X_c=2(A-cB,A-cB)=2\left((A,A)-2c(A,B)+c^2(B,B)\right).$$

A non-diagonal $B$ has a nonzero off-diagonal entry, so $(B,B)>0$. Completing the square gives

$$\operatorname{Var}X_c=2\left((A,A)-\frac{(A,B)^2}{(B,B)}\right)+2(B,B)\left(c-\frac{(A,B)}{(B,B)}\right)^2 .$$

The last term is non-negative and vanishes only at the stated $c$.

For the comparison with $z^TAz=X_0$, note that $(A,B)=0$ leaves $\operatorname{Var}X_c=2(A,A)+2c^2(B,B)$, which is never below $\operatorname{Var}X_0$. If $a=(A,B)\ne0$, put $b=(B,B)\ge0$ and $c=a/(b+1)$. The variance then drops by $2a^2(b+2)/(b+1)^2>0$.

## Lean source

```lean
import Mathlib

open Matrix

namespace ControlVariateTrace

noncomputable section

variable {n : Type*} [Fintype n] [DecidableEq n]

/-- The vector of signs, with entries 1 or -1, that belongs to a Boolean configuration. -/
def signs (s : n → Bool) : n → ℝ := fun i => if s i then 1 else -1

/-- The average of a function of `z` over all sign vectors, each with equal weight. -/
def mean (f : (n → ℝ) → ℝ) : ℝ :=
  (∑ s : n → Bool, f (signs s)) / 2 ^ Fintype.card n

/-- The mean squared deviation of `f z` from its average over the sign vectors. -/
def variance (f : (n → ℝ) → ℝ) : ℝ := mean fun z => (f z - mean f) ^ 2

/-- The off-diagonal inner product: the sum of `X i j * Y i j` over `i ≠ j`. -/
def offInner (X Y : Matrix n n ℝ) : ℝ :=
  ∑ p : n × n with p.1 ≠ p.2, X p.1 p.2 * Y p.1 p.2

/-- The trace estimator for `A` with control variate `B` and coefficient `c`. -/
def estimator (A B : Matrix n n ℝ) (c : ℝ) (z : n → ℝ) : ℝ :=
  z ⬝ᵥ (A - c • B) *ᵥ z + c * B.trace

/-- The average of a constant is that constant. -/
theorem mean_const (a : ℝ) : mean (fun _ : n → ℝ => a) = a := by
  have h : (2 : ℝ) ^ Fintype.card n ≠ 0 := by positivity
  simp only [mean, Finset.sum_const, Finset.card_univ, Fintype.card_fun, Fintype.card_bool,
    nsmul_eq_mul, Nat.cast_pow, Nat.cast_ofNat]
  exact mul_div_cancel_left₀ a h

/-- The average of a finite linear combination is the linear combination of the averages. -/
theorem mean_sum {ι : Type*} (t : Finset ι) (w : ι → ℝ) (f : ι → (n → ℝ) → ℝ) :
    mean (fun z => ∑ p ∈ t, w p * f p z) = ∑ p ∈ t, w p * mean (f p) := by
  simp only [mean]
  rw [Finset.sum_comm, Finset.sum_div]
  refine Finset.sum_congr rfl fun p _ => ?_
  rw [← Finset.mul_sum, mul_div_assoc]

/-- A function that changes sign when the entry at one site is flipped has average zero. -/
theorem mean_odd (k : n) (f : (n → ℝ) → ℝ)
    (h : ∀ z, f (Function.update z k (-z k)) = -f z) : mean f = 0 := by
  have hflip : ∀ s : n → Bool, signs (Function.update s k (!s k)) =
      Function.update (signs s) k (-signs s k) := by
    intro s
    funext i
    rcases eq_or_ne i k with rfl | hik
    · cases hs : s i <;> simp [signs, hs]
    · simp [signs, hik]
  have hinv : Function.Involutive (fun s : n → Bool => Function.update s k (!s k)) := by
    intro s
    simp
  -- flipping one spin permutes the configurations
  have h1 : ∑ s : n → Bool, f (signs (Function.update s k (!s k))) = ∑ s, f (signs s) :=
    Equiv.sum_comp hinv.toPerm (fun s => f (signs s))
  simp only [hflip, h, Finset.sum_neg_distrib] at h1
  have h2 : ∑ s : n → Bool, f (signs s) = 0 := by linarith
  rw [mean, h2, zero_div]

/-- On sign vectors a quadratic form is the trace plus its off-diagonal part. -/
theorem quad_signs (M : Matrix n n ℝ) (s : n → Bool) :
    signs s ⬝ᵥ M *ᵥ signs s = M.trace +
      ∑ p : n × n with p.1 ≠ p.2, M p.1 p.2 * (signs s p.1 * signs s p.2) := by
  rw [Finset.sum_filter, Fintype.sum_prod_type]
  simp only [dotProduct, mulVec, Matrix.trace, Matrix.diag_apply, Finset.mul_sum]
  rw [← Finset.sum_add_distrib]
  refine Finset.sum_congr rfl fun i _ => ?_
  have h : M i i = ∑ j, if i = j then M i j else 0 := by simp
  rw [h, ← Finset.sum_add_distrib]
  refine Finset.sum_congr rfl fun j _ => ?_
  rcases eq_or_ne i j with rfl | hij
  · have sq : signs s i * signs s i = 1 := by
      unfold signs
      split_ifs <;> norm_num
    rw [if_pos (rfl : i = i), if_neg (fun h : i ≠ i => h rfl)]
    linear_combination M i i * sq
  · rw [if_neg hij, if_pos hij]
    ring

/-- For `i ≠ j` and `k ≠ l`, the average of `z i * z j * (z k * z l)` is 1 if the two pairs
agree up to order, and 0 otherwise. -/
theorem fourth_moment {i j k l : n} (hij : i ≠ j) (hkl : k ≠ l) :
    mean (fun z => z i * z j * (z k * z l)) =
      (if (k, l) = (i, j) then 1 else 0) + (if (k, l) = (j, i) then 1 else 0) := by
  have one : mean (fun z => z i * z j * (z i * z j)) = 1 := by
    have sq : ∀ (s : n → Bool) (a : n), signs s a * signs s a = 1 := by
      intro s a
      unfold signs
      split_ifs <;> norm_num
    rw [← mean_const (n := n) 1]
    simp only [mean]
    congr 1
    refine Finset.sum_congr rfl fun s _ => ?_
    linear_combination (signs s j * signs s j) * sq s i + sq s j
  by_cases hik : i = k
  · subst hik
    by_cases hjl : j = l
    · subst hjl
      rw [one]
      simp [hij]
    · refine (mean_odd j _ fun z => ?_).trans ?_
      · simp [hij, Ne.symm hjl]
      · simp [hij, Ne.symm hjl]
  · by_cases hil : i = l
    · subst hil
      by_cases hjk : j = k
      · subst hjk
        have e : (fun z : n → ℝ => z i * z j * (z j * z i)) =
            fun z => z i * z j * (z i * z j) := by
          funext z
          ring
        rw [e, one]
        simp [hij, hij.symm]
      · refine (mean_odd j _ fun z => ?_).trans ?_
        · simp [hij, Ne.symm hjk]
        · simp [hkl, Ne.symm hjk]
    · -- site i occurs only once
      refine (mean_odd i _ fun z => ?_).trans ?_
      · simp [hij.symm, Ne.symm hik, Ne.symm hil]
      · simp [Ne.symm hik, Ne.symm hil]

/-- The covariance of the quadratic forms of `A` and of a symmetric `B` over random signs is
twice their off-diagonal inner product. -/
theorem covariance (A B : Matrix n n ℝ) (hB : B.IsSymm) :
    mean (fun z => (z ⬝ᵥ A *ᵥ z - A.trace) * (z ⬝ᵥ B *ᵥ z - B.trace)) =
      2 * offInner A B := by
  have h : mean (fun z => (z ⬝ᵥ A *ᵥ z - A.trace) * (z ⬝ᵥ B *ᵥ z - B.trace)) =
      mean (fun z => ∑ p : n × n with p.1 ≠ p.2, A p.1 p.2 *
        ∑ q : n × n with q.1 ≠ q.2, B q.1 q.2 * (z p.1 * z p.2 * (z q.1 * z q.2))) := by
    simp only [mean]
    congr 1
    refine Finset.sum_congr rfl fun s _ => ?_
    rw [quad_signs, quad_signs, add_sub_cancel_left, add_sub_cancel_left, Finset.sum_mul]
    refine Finset.sum_congr rfl fun p _ => ?_
    rw [mul_assoc, Finset.mul_sum]
    congr 1
    exact Finset.sum_congr rfl fun q _ => by ring
  rw [h, mean_sum _ (fun p : n × n => A p.1 p.2) (fun p z =>
    ∑ q : n × n with q.1 ≠ q.2, B q.1 q.2 * (z p.1 * z p.2 * (z q.1 * z q.2))),
    offInner, Finset.mul_sum]
  refine Finset.sum_congr rfl ?_
  rintro ⟨i, j⟩ hp
  have hij : i ≠ j := by simpa using hp
  -- only the pairs (i, j) and (j, i) survive the average
  have inner_sum : mean (fun z => ∑ q : n × n with q.1 ≠ q.2,
      B q.1 q.2 * (z i * z j * (z q.1 * z q.2))) = B i j + B j i := by
    rw [mean_sum _ (fun q : n × n => B q.1 q.2) (fun q z => z i * z j * (z q.1 * z q.2))]
    have e : ∀ q ∈ Finset.univ.filter (fun q : n × n => q.1 ≠ q.2),
        B q.1 q.2 * mean (fun z => z i * z j * (z q.1 * z q.2)) =
        (if q = (i, j) then B q.1 q.2 else 0) + (if q = (j, i) then B q.1 q.2 else 0) := by
      rintro ⟨k, l⟩ hq
      have hkl : k ≠ l := by simpa using hq
      rw [fourth_moment hij hkl, mul_add, mul_ite, mul_ite, mul_one, mul_zero]
    rw [Finset.sum_congr rfl e, Finset.sum_add_distrib, Finset.sum_ite_eq',
      Finset.sum_ite_eq']
    simp [hij, hij.symm]
  simp only [inner_sum, hB.apply i j]
  ring

/-- For every coefficient `c` the estimator has mean `tr A`. -/
theorem mean_estimator (A B : Matrix n n ℝ) (c : ℝ) :
    mean (estimator A B c) = A.trace := by
  have h : mean (estimator A B c) = mean (fun _ : n → ℝ => A.trace) +
      mean (fun z => ∑ p : n × n with p.1 ≠ p.2, (A - c • B) p.1 p.2 * (z p.1 * z p.2)) := by
    simp only [mean]
    rw [← add_div, ← Finset.sum_add_distrib]
    congr 1
    refine Finset.sum_congr rfl fun s _ => ?_
    rw [estimator, quad_signs, Matrix.trace_sub, Matrix.trace_smul, smul_eq_mul]
    ring
  rw [h, mean_const, mean_sum _ (fun p : n × n => (A - c • B) p.1 p.2)
    (fun p z => z p.1 * z p.2), Finset.sum_eq_zero, add_zero]
  rintro ⟨i, j⟩ hp
  have hij : i ≠ j := by simpa using hp
  rw [mean_odd i _ fun z => by simp [hij.symm], mul_zero]

/-- For symmetric `A` and `B` the variance of the estimator is `2 ((A,A) - 2 c (A,B) + c² (B,B))`,
with the off-diagonal inner product. -/
theorem variance_estimator {A B : Matrix n n ℝ} (hA : A.IsSymm) (hB : B.IsSymm) (c : ℝ) :
    variance (estimator A B c) =
      2 * (offInner A A - 2 * c * offInner A B + c ^ 2 * offInner B B) := by
  have hD : (A - c • B).IsSymm := hA.sub (hB.smul c)
  have e : (fun z => (estimator A B c z - A.trace) ^ 2) = fun z =>
      (z ⬝ᵥ (A - c • B) *ᵥ z - (A - c • B).trace) *
        (z ⬝ᵥ (A - c • B) *ᵥ z - (A - c • B).trace) := by
    funext z
    rw [estimator, Matrix.trace_sub, Matrix.trace_smul, smul_eq_mul]
    ring
  rw [variance, mean_estimator, e, covariance _ _ hD]
  congr 1
  simp only [offInner, Finset.mul_sum]
  rw [← Finset.sum_sub_distrib, ← Finset.sum_add_distrib]
  refine Finset.sum_congr rfl fun p _ => ?_
  simp only [Matrix.sub_apply, Matrix.smul_apply, smul_eq_mul]
  ring

/-- For symmetric `A` and `B` with `B` not diagonal, the least variance over real `c` is
`2 ((A,A) - (A,B)² / (B,B))`, and it is reached only at `c = (A,B) / (B,B)`. -/
theorem least_variance {A B : Matrix n n ℝ} (hA : A.IsSymm) (hB : B.IsSymm)
    (hd : ¬ B.IsDiag) :
    IsLeast (Set.range fun c : ℝ => variance (estimator A B c))
      (2 * (offInner A A - offInner A B ^ 2 / offInner B B)) ∧
    ∀ c : ℝ, variance (estimator A B c) =
      2 * (offInner A A - offInner A B ^ 2 / offInner B B) ↔
        c = offInner A B / offInner B B := by
  have hpos : 0 < offInner B B := by
    have h0 : 0 ≤ offInner B B := Finset.sum_nonneg fun p _ => mul_self_nonneg _
    refine lt_of_le_of_ne h0 fun hz => hd fun i j hij => ?_
    have hz' := (Finset.sum_eq_zero_iff_of_nonneg
      (fun (p : n × n) _ => mul_self_nonneg (B p.1 p.2))).mp hz.symm (i, j) (by simp [hij])
    exact mul_self_eq_zero.mp hz'
  have hne := hpos.ne'
  -- complete the square in c
  have key : ∀ c : ℝ, variance (estimator A B c) =
      2 * (offInner A A - offInner A B ^ 2 / offInner B B) +
        2 * offInner B B * (c - offInner A B / offInner B B) ^ 2 := by
    intro c
    rw [variance_estimator hA hB]
    field_simp
    ring
  have huniq : ∀ c : ℝ, variance (estimator A B c) =
      2 * (offInner A A - offInner A B ^ 2 / offInner B B) ↔
        c = offInner A B / offInner B B := by
    intro c
    rw [key c, add_eq_left, mul_eq_zero, or_iff_right (by positivity),
      pow_eq_zero_iff two_ne_zero, sub_eq_zero]
  refine ⟨⟨⟨_, (huniq _).mpr rfl⟩, ?_⟩, huniq⟩
  rintro _ ⟨c, rfl⟩
  simp only [key c]
  exact le_add_of_nonneg_right (by positivity)

/-- For symmetric `A` and `B`, some coefficient `c` gives a variance strictly below that of
the plain estimator `zᵀ A z` exactly when `(A,B)` is nonzero. -/
theorem control_helps_iff {A B : Matrix n n ℝ} (hA : A.IsSymm) (hB : B.IsSymm) :
    (∃ c : ℝ, variance (estimator A B c) < variance (fun z => z ⬝ᵥ A *ᵥ z)) ↔
      offInner A B ≠ 0 := by
  have e : (fun z : n → ℝ => z ⬝ᵥ A *ᵥ z) = estimator A B 0 := by
    funext z
    simp [estimator]
  have hb : 0 ≤ offInner B B := Finset.sum_nonneg fun p _ => mul_self_nonneg _
  simp only [e, variance_estimator hA hB]
  generalize offInner A A = x
  generalize offInner A B = a
  generalize offInner B B = b at hb ⊢
  constructor
  · rintro ⟨c, hc⟩ rfl
    have := mul_nonneg (sq_nonneg c) hb
    linarith
  · intro ha
    have hb1 : b + 1 ≠ 0 := by positivity
    -- this coefficient already lowers the variance
    refine ⟨a / (b + 1), ?_⟩
    have h1 : 2 * (a / (b + 1)) * a - (a / (b + 1)) ^ 2 * b =
        a ^ 2 * (b + 2) / (b + 1) ^ 2 := by
      field_simp
      ring
    have h2 : 0 < a ^ 2 * (b + 2) / (b + 1) ^ 2 := by positivity
    linarith

end

end ControlVariateTrace
```

```lean
#print axioms ControlVariateTrace.least_variance
#print axioms ControlVariateTrace.control_helps_iff
```

```
'ControlVariateTrace.least_variance' depends on axioms: [propext, Classical.choice, Quot.sound]
'ControlVariateTrace.control_helps_iff' depends on axioms: [propext, Classical.choice, Quot.sound]
```

## What the Lean definitions say

The finite type `n` labels the sites. A configuration `s : n → Bool` becomes a sign vector through `signs`, and `mean` sums over all configurations and divides by their number. `variance` is the mean squared deviation under this full distribution, not a sample variance. `offInner X Y` is $(X,Y)$, and `estimator A B c z` is $X_c(z)$.

In `least_variance`, the hypotheses `hA` and `hB` state symmetry, and `hd` states that $B$ has a nonzero off-diagonal entry, which requires at least two sites. `IsLeast` says that the given value belongs to the set of variances as $c$ runs over the reals, and that it is a lower bound of that set. The second part says that a coefficient gives this value if and only if it equals $(A,B)/(B,B)$. The theorem `control_helps_iff` is the comparison with $z^TAz$ and assumes only symmetry.

## How the lemmas carry the calculation

`mean_odd` is the flip argument: flipping twice restores the configuration, so the flip is a permutation and the sum equals its own negative. `fourth_moment` goes through the possible coincidences of the four sites and applies `mean_odd` wherever a site occurs once. `quad_signs` splits off the trace, and `covariance` uses `mean_sum` to move the average inside the double sum, where only $(i,j)$ and $(j,i)$ survive.

`mean_estimator` and `variance_estimator` give the mean and the parabola. In `least_variance`, `hpos` proves $(B,B)>0$: a vanishing sum of squares would make every off-diagonal entry zero, against `hd`. The step `key` is the completed square, checked by `field_simp` and `ring`, and both parts of the theorem are read from it. `control_helps_iff` uses the trial coefficient $a/(b+1)$, which works without a proof that $b>0$.

## Fixed coefficients and the need for symmetry

The theorems guarantee the mean and the variance of a single evaluation at a coefficient fixed in advance. The step left to the user is the choice of $c$ in a calculation where $(A,B)$ is unknown. If $c$ is fitted to the same sign vectors that enter the estimate, it depends on $z$, and the mean need no longer be $\operatorname{tr}A$. Complex Hermitian matrices and other distributions of $z$ are not covered by these theorems.

The formula for the minimum can fail if $A$ is symmetric and $B$ is not. Take

$$A=\begin{pmatrix}0&1\\1&0\end{pmatrix},\qquad B=\begin{pmatrix}0&1\\0&0\end{pmatrix}.$$

Then $z^TAz=2z_1z_2$ and $z^TBz=z_1z_2$, so $c=2$ gives variance 0. The formula, with $(A,A)=2$ and $(A,B)=(B,B)=1$, would give 2. Replacing $B$ by its symmetric part $(B+B^T)/2$ changes neither $z^TBz$ nor the trace, and it restores the hypothesis.

If $B$ is the identity, $X_c(z)=z^TAz$ for every $c$, and no coefficient is singled out.
